# Averaging a grid density over a finite symmetry group is idempotent, self-adjoint and charge-conserving

Averaging a real density on a finite grid over a finite group of symmetry operations is idempotent and self-adjoint, preserves total charge and nonnegativity, and leaves unchanged exactly the invariant densities. On a periodic grid, the average turns each structure factor into a mean of structure factors at symmetry-related indices, weighted by the phases of the translations.

```lean
import Mathlib

open Matrix

namespace DensitySymmetrisation

noncomputable section

/-- The symmetrised density: the average of `r (g⁻¹ x)` over all operations `g` of the group. -/
def symmetrise (G : Type*) {X : Type*} [Group G] [Fintype G] [MulAction G X]
    (r : X → ℝ) (x : X) : ℝ :=
  (∑ g : G, r (g⁻¹ • x)) / (Fintype.card G : ℝ)

/-- A density is invariant if it takes equal values at symmetry-related grid points. -/
def IsInvariant (G : Type*) {X : Type*} [Group G] [MulAction G X] (r : X → ℝ) : Prop :=
  ∀ (g : G) (x : X), r (g • x) = r x

variable {G X : Type*} [Group G] [Fintype G] [MulAction G X]

/-- The symmetrised density is invariant under every operation of the group. -/
theorem symmetrise_invariant (r : X → ℝ) : IsInvariant G (symmetrise G r) := by
  intro k x
  unfold symmetrise
  congr 1
  -- relabel the group sum by `g ↦ k⁻¹ g`
  exact Fintype.sum_equiv (Equiv.mulLeft k⁻¹) _ _ (fun g => by simp [mul_smul])

/-- Symmetrisation leaves a density unchanged exactly when the density is invariant. -/
theorem symmetrise_eq_self_iff (r : X → ℝ) : symmetrise G r = r ↔ IsInvariant G r := by
  constructor
  · intro h
    rw [← h]
    exact symmetrise_invariant r
  · intro h
    have hcard : (Fintype.card G : ℝ) ≠ 0 := Nat.cast_ne_zero.mpr Fintype.card_ne_zero
    funext x
    unfold symmetrise
    rw [Finset.sum_congr rfl (fun g _ => h g⁻¹ x), Finset.sum_const, Finset.card_univ,
      nsmul_eq_mul, mul_div_cancel_left₀ _ hcard]

variable [Fintype X]

/-- Summing a weight `f` against the symmetrised density equals summing the group average of
the transformed weights `f (g x)` against the original density. -/
theorem sum_symmetrise_smul {E : Type*} [AddCommGroup E] [Module ℝ E] (r : X → ℝ) (f : X → E) :
    ∑ x, symmetrise G r x • f x =
      (Fintype.card G : ℝ)⁻¹ • ∑ g : G, ∑ x, r x • f (g • x) := by
  calc ∑ x, symmetrise G r x • f x
      = ∑ x, (Fintype.card G : ℝ)⁻¹ • ∑ g : G, r (g⁻¹ • x) • f x := by
        refine Finset.sum_congr rfl fun x _ => ?_
        rw [symmetrise, div_eq_inv_mul, mul_smul, Finset.sum_smul]
    _ = (Fintype.card G : ℝ)⁻¹ • ∑ g : G, ∑ x, r (g⁻¹ • x) • f x := by
        rw [← Finset.smul_sum, Finset.sum_comm]
    _ = (Fintype.card G : ℝ)⁻¹ • ∑ g : G, ∑ x, r x • f (g • x) := by
        congr 1
        refine Finset.sum_congr rfl fun g _ => ?_
        -- each operation permutes the grid points
        exact Fintype.sum_equiv (MulAction.toPerm g⁻¹) _ _ (fun x => by simp)

/-- Symmetrisation is self-adjoint for the inner product of real functions on the grid. -/
theorem symmetrise_selfAdjoint (r s : X → ℝ) :
    ∑ x, symmetrise G r x * s x = ∑ x, r x * symmetrise G s x := by
  have h1 := sum_symmetrise_smul (G := G) r s
  simp only [smul_eq_mul] at h1
  rw [h1, Finset.sum_comm, Finset.mul_sum]
  refine Finset.sum_congr rfl fun x _ => ?_
  -- the group sum may run over inverses instead
  rw [← Finset.mul_sum, symmetrise, ← Equiv.sum_comp (Equiv.inv G) (fun g => s (g • x))]
  simp only [Equiv.inv_apply]
  ring

/-- Symmetrisation preserves the total charge on the grid. -/
theorem symmetrise_charge (r : X → ℝ) : ∑ x, symmetrise G r x = ∑ x, r x := by
  have hcard : (Fintype.card G : ℝ) ≠ 0 := Nat.cast_ne_zero.mpr Fintype.card_ne_zero
  have h := sum_symmetrise_smul (G := G) r (fun _ => (1 : ℝ))
  simp only [smul_eq_mul, mul_one, Finset.sum_const, Finset.card_univ, nsmul_eq_mul] at h
  rw [h, inv_mul_cancel_left₀ hcard]

/-- Density symmetrisation is idempotent and self-adjoint, preserves the total charge and
nonnegativity, and fixes exactly the invariant densities. -/
theorem symmetrise_projection :
    (∀ r : X → ℝ, symmetrise G (symmetrise G r) = symmetrise G r) ∧
    (∀ r s : X → ℝ, ∑ x, symmetrise G r x * s x = ∑ x, r x * symmetrise G s x) ∧
    (∀ r : X → ℝ, ∑ x, symmetrise G r x = ∑ x, r x) ∧
    (∀ r : X → ℝ, (∀ x, 0 ≤ r x) → ∀ x, 0 ≤ symmetrise G r x) ∧
    (∀ r : X → ℝ, symmetrise G r = r ↔ IsInvariant G r) :=
  ⟨fun r => (symmetrise_eq_self_iff _).mpr (symmetrise_invariant r),
    symmetrise_selfAdjoint, symmetrise_charge,
    fun _ hr _ => div_nonneg (Finset.sum_nonneg fun _ _ => hr _) (Nat.cast_nonneg _),
    symmetrise_eq_self_iff⟩

/-- The squared distance from a density `r` to an invariant density `s` is the squared distance
from `r` to its symmetrised density plus that from the symmetrised density to `s`. -/
theorem symmetrise_pythagoras (r s : X → ℝ) (hs : IsInvariant G s) :
    ∑ x, (r x - s x) ^ 2 =
      ∑ x, (r x - symmetrise G r x) ^ 2 + ∑ x, (symmetrise G r x - s x) ^ 2 := by
  have ht : symmetrise G (fun x => symmetrise G r x - s x) =
      fun x => symmetrise G r x - s x := by
    rw [symmetrise_eq_self_iff]
    intro g x
    simp only [symmetrise_invariant r g x, hs g x]
  -- the cross term vanishes by self-adjointness
  have h := symmetrise_selfAdjoint (G := G) r (fun x => symmetrise G r x - s x)
  rw [ht] at h
  have key : ∑ x, (r x - s x) ^ 2 - ∑ x, (r x - symmetrise G r x) ^ 2
      - ∑ x, (symmetrise G r x - s x) ^ 2 =
      2 * (∑ x, r x * (symmetrise G r x - s x)
        - ∑ x, symmetrise G r x * (symmetrise G r x - s x)) := by
    rw [← Finset.sum_sub_distrib, ← Finset.sum_sub_distrib, ← Finset.sum_sub_distrib,
      Finset.mul_sum]
    exact Finset.sum_congr rfl fun x _ => by ring
  linarith

variable {ι : Type*} [Fintype ι] [DecidableEq ι] {N : ℕ} [NeZero N]

/-- The structure factor of a density on a periodic grid with `N` points along each axis:
the sum of `r x` times the plane wave `exp (2πi h·x / N)`. -/
def structureFactor (r : (ι → ZMod N) → ℝ) (h : ι → ZMod N) : ℂ :=
  ∑ x, (r x : ℂ) * ZMod.stdAddChar (h ⬝ᵥ x)

/-- For operations `x ↦ W x + w` on the periodic grid, the structure factor of the symmetrised
density at `h` is the group average of the phase of `h·w` times the structure factor at `h W`. -/
theorem structureFactor_symmetrise [MulAction G (ι → ZMod N)]
    (W : G → Matrix ι ι (ZMod N)) (w : G → ι → ZMod N)
    (hact : ∀ (g : G) (x : ι → ZMod N), g • x = W g *ᵥ x + w g)
    (r : (ι → ZMod N) → ℝ) (h : ι → ZMod N) :
    structureFactor (symmetrise G r) h =
      (∑ g : G, ZMod.stdAddChar (h ⬝ᵥ w g) * structureFactor r (h ᵥ* W g)) /
        (Fintype.card G : ℂ) := by
  have h1 := sum_symmetrise_smul (G := G) r
    (fun x : ι → ZMod N => (ZMod.stdAddChar (h ⬝ᵥ x) : ℂ))
  simp only [Complex.real_smul, Complex.ofReal_inv, Complex.ofReal_natCast] at h1
  unfold structureFactor
  rw [h1, div_eq_inv_mul]
  congr 1
  refine Finset.sum_congr rfl fun g _ => ?_
  rw [Finset.mul_sum]
  refine Finset.sum_congr rfl fun x _ => ?_
  -- the plane wave at the transformed point splits into a phase and a plane wave
  rw [hact, dotProduct_add, AddChar.map_add_eq_mul, Matrix.dotProduct_mulVec]
  ring

omit [NeZero N] in
/-- The group `{1, -1}` acts on the periodic grid by operations `x ↦ W x + w` with `W = ±1`
and `w = 0`. -/
theorem inversion_witness (u : ℤˣ) (x : ι → ZMod N) :
    u • x = (((u : ℤ) : ZMod N) • (1 : Matrix ι ι (ZMod N))) *ᵥ x + 0 := by
  rw [Matrix.smul_mulVec, Matrix.one_mulVec, add_zero, Units.smul_def]
  ext i
  simp [zsmul_eq_mul]

/-- Symmetrising a density under inversion replaces its structure factor at `h` by the mean of
the structure factors at `h` and `-h`. -/
theorem structureFactor_inversion (r : (ι → ZMod N) → ℝ) (h : ι → ZMod N) :
    structureFactor (symmetrise ℤˣ r) h =
      (structureFactor r h + structureFactor r (-h)) / 2 := by
  have huniv : (Finset.univ : Finset ℤˣ) = {1, -1} := by decide
  have hne : (1 : ℤˣ) ≠ -1 := by decide
  rw [structureFactor_symmetrise
    (fun u : ℤˣ => ((u : ℤ) : ZMod N) • (1 : Matrix ι ι (ZMod N))) (fun _ => 0)
    inversion_witness, huniv, Finset.sum_pair hne]
  simp [Matrix.vecMul_neg]

end

end DensitySymmetrisation
```

```lean
#print axioms DensitySymmetrisation.symmetrise_selfAdjoint
#print axioms DensitySymmetrisation.symmetrise_projection
#print axioms DensitySymmetrisation.symmetrise_pythagoras
#print axioms DensitySymmetrisation.structureFactor_inversion
```

```
'DensitySymmetrisation.symmetrise_selfAdjoint' depends on axioms: [propext, Classical.choice, Quot.sound]
'DensitySymmetrisation.symmetrise_projection' depends on axioms: [propext, Classical.choice, Quot.sound]
'DensitySymmetrisation.symmetrise_pythagoras' depends on axioms: [propext, Classical.choice, Quot.sound]
'DensitySymmetrisation.structureFactor_inversion' depends on axioms: [propext, Classical.choice, Quot.sound]
```

## Densities, operations and the average

Let $G$ be a finite group acting on a set $X$ of grid points. A density is a function $r : X \to \mathbb{R}$, and its symmetrised version, `symmetrise G r`, is

$$(Sr)(x) = \frac{1}{|G|}\sum_{g\in G} r(g^{-1}x).$$

The instance `MulAction G X` says that the operations map grid points to grid points and compose as the group does. For a crystal, $G$ stands for the space group modulo the lattice translations of the periodic cell. `IsInvariant G r` means $r(gx) = r(x)$ for all $g$ and $x$.

For a finite grid $X$, the theorem `symmetrise_projection` collects the five properties of $S$. Its inner product is $\sum_x r(x)s(x)$ and its total charge is $\sum_x r(x)$, both without the constant volume per grid point. `symmetrise_pythagoras` adds that, for every invariant $s$,

$$\sum_x (r-s)^2 = \sum_x (r-Sr)^2 + \sum_x (Sr-s)^2.$$

The last sum is nonnegative and vanishes only for $s = Sr$, so $Sr$ is the invariant density closest to $r$ in the least-squares sense.

In electronic-structure calculations, a density accumulated from irreducible $k$-points alone can lack the crystal symmetry, and this average restores it; the theorems cover a real scalar density on a grid that the operations map to itself, and not a magnetisation vector or an operation that moves points off the grid.

## Why the average has these properties

**Invariance.** For $k \in G$, substitute $g' = k^{-1}g$, so that $g'^{-1} = g^{-1}k$:

$$(Sr)(kx) = \frac{1}{|G|}\sum_g r(g^{-1}kx) = \frac{1}{|G|}\sum_{g'} r(g'^{-1}x) = (Sr)(x).$$

In `symmetrise_invariant` this substitution is `Equiv.mulLeft k⁻¹`.

**Fixed points and idempotence.** If $r$ is invariant, all $|G|$ terms of the average equal $r(x)$, so $Sr = r$. Conversely, if $Sr = r$, then $r$ is invariant because $Sr$ is. These are the two directions of `symmetrise_eq_self_iff`. Applied to the invariant density $Sr$, the first direction gives $S(Sr) = Sr$.

**Moving the average onto a weight.** Let $X$ now be finite, and let $f$ be a weight on the grid with values in a real vector space. Each operation permutes the grid, so with $y = g^{-1}x$,

$$\sum_x (Sr)(x)f(x) = \frac{1}{|G|}\sum_g\sum_x r(g^{-1}x)f(x) = \frac{1}{|G|}\sum_g\sum_y r(y)f(gy).$$

This is `sum_symmetrise_smul`. Its `calc` block expands the average, exchanges the two sums and relabels the grid through `MulAction.toPerm g⁻¹`. The general target space `E` lets the same lemma serve real weights and complex plane waves.

**Self-adjointness, charge and sign.** Take $f = s$. As $g$ runs over the group, so does $g^{-1}$, hence $\sum_g s(gx) = \sum_g s(g^{-1}x)$, and the right-hand side becomes $\sum_x r(x)(Ss)(x)$. Taking $f = 1$ instead gives $|G|^{-1}\,|G|\sum_x r(x)$, the original charge. Nonnegativity holds because an average of nonnegative numbers is nonnegative.

**The Pythagoras identity.** Put $d = Sr - s$. Both terms are invariant, so $Sd = d$. Since $r - s = (r - Sr) + d$, the cross term in the square is

$$2\sum_x (r-Sr)\,d = 2\Big(\sum_x r\,d - \sum_x (Sr)\,d\Big) = 0,$$

because self-adjointness gives $\sum_x (Sr)\,d = \sum_x r\,(Sd) = \sum_x r\,d$. In the Lean proof, `ht` is $Sd = d$, `h` is the self-adjointness identity rewritten with `ht`, `key` isolates the cross term, and `linarith` combines `h` and `key`.

## Structure factors on a periodic grid

Now let the grid be `ι → ZMod N`: one axis for each element of the finite set `ι`, with the same number $N \geq 1$ of points along every axis and coordinates taken modulo $N$. The indices $h$ are also taken modulo $N$. Write $e(a) = \exp(2\pi i a/N)$, which is `ZMod.stdAddChar`. The structure factor is

$$F_r(h) = \sum_x r(x)\,e(h\cdot x),$$

with a plus sign in the exponent and no normalising factor.

The hypothesis `hact` says that each operation has the form $gx = W_g x + w_g$. Here $W_g$ is the matrix part in lattice coordinates and $w_g$ is the translation in units of the grid spacing. Each component of $w_g$ is therefore a whole number of grid steps, taken modulo $N$; a $w_g$ of half a cell along an axis, for example, requires $N$ to be even. Under this hypothesis, `structureFactor_symmetrise` states

$$F_{Sr}(h) = \frac{1}{|G|}\sum_g e(h\cdot w_g)\,F_r(hW_g),$$

where $h$ multiplies $W_g$ from the left as a row vector.

To derive it, take $f(x) = e(h\cdot x)$ in the weight identity. At a transformed point the plane wave factorises:

$$e(h\cdot(W_gx+w_g)) = e(h\cdot w_g)\,e((hW_g)\cdot x).$$

Summing against $r(x)$ gives $e(h\cdot w_g)F_r(hW_g)$, and averaging over $g$ gives the formula. The final rewrite in the Lean proof follows this factorisation: `dotProduct_add` separates the translation, `AddChar.map_add_eq_mul` turns the sum in the exponent into a product, and `Matrix.dotProduct_mulVec` moves the matrix onto $h$.

Inversion is a concrete case. The group `ℤˣ` is $\{1,-1\}$, and `inversion_witness` verifies that it acts with $W = \pm 1$ and $w = 0$, so `hact` is satisfied. Both phases are then 1, and the two-term average is

$$F_{Sr}(h) = \frac{F_r(h)+F_r(-h)}{2},$$

which is `structureFactor_inversion`.
